# For probabilities invariant under a finite group, the randomization p-value is at most a with probability at most a, for every a ≥ 0

The theorem `prob_pValue_le` belongs to statistics and contains no quantum mechanics: it says that a randomization test is valid when a finite group of transformations preserves the probabilities. The sample space is finite, its weights are non-negative and sum to one, and the p-value of a data set x is the fraction of group elements g for which the real statistic `T` is at least as large at g • x as at x. The claim is that, for every real a ≥ 0, the data sets with p-value at most a have total weight at most a. The attempt writes this weight as an average over the group, then bounds, for each x, the number of transforms of x with p-value at most a by turning p-values into ranks and applying `card_upperRank_le`.

The first attempt, which Lean rejects:

```lean
import Mathlib

open Finset

namespace ProbPValueLe

noncomputable section

/-- The upper rank of entry `i` in a finite list of real values: the number of entries
that are at least as large, itself included. -/
def upperRank {ι : Type*} [Fintype ι] (f : ι → ℝ) (i : ι) : ℕ :=
  #{j : ι | f i ≤ f j}

/-- The randomization p-value of the data `x`: the fraction of transformations `g` in the
finite group `G` for which the statistic of `g • x` is at least that of `x`. -/
def pValue (G : Type*) {X : Type*} [Group G] [Fintype G] [MulAction G X]
    (T : X → ℝ) (x : X) : ℝ :=
  (#{g : G | T x ≤ T (g • x)} : ℝ) / Fintype.card G

/-- In a finite list of real values, at most `c` entries have upper rank at most `c`,
for every real `c ≥ 0`. -/
theorem card_upperRank_le {ι : Type*} [Fintype ι] (f : ι → ℝ) {c : ℝ} (hc : 0 ≤ c) :
    (#{i : ι | (upperRank f i : ℝ) ≤ c} : ℝ) ≤ c := by
  rcases ({i : ι | (upperRank f i : ℝ) ≤ c} : Finset ι).eq_empty_or_nonempty with h | h
  · rw [h]
    simpa using hc
  · -- the smallest entry of the set counts all the others in its rank
    obtain ⟨i, hi, hmin⟩ := Finset.exists_min_image _ f h
    have hsub : ({i : ι | (upperRank f i : ℝ) ≤ c} : Finset ι) ⊆
        ({j : ι | f i ≤ f j} : Finset ι) :=
      fun j hj => Finset.mem_filter.2 ⟨Finset.mem_univ j, hmin j hj⟩
    have hcard : (#{i : ι | (upperRank f i : ℝ) ≤ c} : ℝ) ≤ (upperRank f i : ℝ) :=
      Nat.cast_le.2 (Finset.card_le_card hsub)
    exact hcard.trans (Finset.mem_filter.1 hi).2

variable {G X : Type*} [Group G] [Fintype G] [MulAction G X]

/-- The p-value of the transformed data `h • x` is the upper rank of its statistic among
the statistics of all transforms of `x`, divided by the order of the group. -/
theorem pValue_smul (T : X → ℝ) (h : G) (x : X) :
    pValue G T (h • x) = (upperRank (fun g : G => T (g • x)) h : ℝ) / Fintype.card G := by
  have e : #{g : G | T (h • x) ≤ T (g • h • x)} = #{g : G | T (h • x) ≤ T (g • x)} :=
    Finset.card_equiv (Equiv.mulRight h) (by intro g; simp [mul_smul])
  rw [pValue, e, upperRank]

variable [Fintype X]

/-- For weights invariant under the group, the total weight of an event `A` is the weighted
sum over data sets of the fraction of transformations that carry the data into `A`. -/
theorem weight_eq_orbit_average (w : X → ℝ) (hw : ∀ (g : G) x, w (g • x) = w x)
    (A : X → Prop) [DecidablePred A] :
    ∑ x with A x, w x = (∑ x, w x * (#{h : G | A (h • x)} : ℝ)) / Fintype.card G := by
  have hG : (Fintype.card G : ℝ) ≠ 0 := Nat.cast_ne_zero.2 Fintype.card_ne_zero
  -- each single transformation preserves the weight of the event
  have key : ∀ h : G, ∑ x, (if A (h • x) then w x else 0) = ∑ x with A x, w x := by
    intro h
    rw [Finset.sum_filter]
    calc _ = ∑ x, (fun y => if A y then w y else 0)
              ((MulAction.toPerm h : Equiv.Perm X) x) := by simp [hw]
      _ = _ := Equiv.sum_comp (MulAction.toPerm h : Equiv.Perm X)
              (fun y => if A y then w y else 0)
  rw [eq_div_iff hG]
  calc (∑ x with A x, w x) * (Fintype.card G : ℝ)
      = ∑ _h : G, ∑ x with A x, w x := by
        rw [Finset.sum_const, Finset.card_univ, nsmul_eq_mul, mul_comm]
    _ = ∑ h : G, ∑ x, (if A (h • x) then w x else 0) :=
        Finset.sum_congr rfl fun h _ => (key h).symm
    _ = ∑ x, ∑ h : G, (if A (h • x) then w x else 0) := Finset.sum_comm
    _ = ∑ x, w x * (#{h : G | A (h • x)} : ℝ) := by
        refine Finset.sum_congr rfl fun x _ => ?_
        rw [← Finset.sum_filter, Finset.sum_const, nsmul_eq_mul, mul_comm]

/-- Validity of the randomization test: if a finite group preserves the probabilities on a
finite sample space, the p-value is at most `a` with probability at most `a`, for every
`a ≥ 0` and every real statistic. -/
theorem prob_pValue_le (w : X → ℝ) (h0 : ∀ x, 0 ≤ w x) (hsum : ∑ x, w x = 1)
    (hw : ∀ (g : G) x, w (g • x) = w x) (T : X → ℝ) {a : ℝ} (ha : 0 ≤ a) :
    ∑ x with pValue G T x ≤ a, w x ≤ a := by
  have hG : (0 : ℝ) < Fintype.card G := Nat.cast_pos.2 Fintype.card_pos
  -- on every orbit at most a fraction `a` of the transformations gives a small p-value
  have hx : ∀ x, (#{h : G | pValue G T (h • x) ≤ a} : ℝ) ≤ a * Fintype.card G := by
    intro x
    have e : ({h : G | pValue G T (h • x) ≤ a} : Finset G) =
        {h : G | (upperRank (fun g : G => T (g • x)) h : ℝ) ≤ a * Fintype.card G} :=
      Finset.filter_congr fun h _ => by rw [pValue_smul, div_le_iff₀ hG]
    rw [e]
    exact card_upperRank_le _ (mul_nonneg ha hG.le)
  rw [weight_eq_orbit_average (G := G) w hw, div_le_iff₀ hG]
  calc _ ≤ ∑ x, w x * (a * Fintype.card G) :=
        Finset.sum_le_sum fun x _ => mul_le_mul_of_nonneg_left (hx x) (h0 x)
    _ = a * Fintype.card G := by rw [← Finset.sum_mul, hsum, one_mul]

end

end ProbPValueLe
```

Compiling this gives:

```
Main.lean:85:6: error: Type mismatch
  filter_congr fun h x => ?m.127
has type
  filter ?m.120 ?m.124 = filter ?m.121 ?m.124
but is expected to have type
  ↑{h | pValue G T (h • x) ≤ a} = {h | ↑(upperRank (fun g => T (g • x)) h) ≤ a * ↑(Fintype.card G)}
Main.lean:85:44: error: Tactic `rewrite` failed: Did not find an occurrence of the pattern
  pValue ?m.131 ?T (?h • ?x)
in the target expression
  ?m.120 h ↔ ?m.121 h

G : Type u_1
X : Type u_2
inst✝³ : Group G
inst✝² : Fintype G
inst✝¹ : MulAction G X
inst✝ : Fintype X
w : X → ℝ
h0 : ∀ (x : X), 0 ≤ w x
hsum : ∑ x, w x = 1
hw : ∀ (g : G) (x : X), w (g • x) = w x
T : X → ℝ
a : ℝ
ha : 0 ≤ a
hG : 0 < ↑(Fintype.card G)
x : X
h : ?m.119
x✝ : h ∈ ?m.124
⊢ ?m.120 h ↔ ?m.121 h
Main.lean:86:8: error: Tactic `rewrite` failed: Did not find an occurrence of the pattern
  ↑{h | pValue G T (h • x) ≤ a}
in the target expression
  ↑(#{h | pValue G T (h • x) ≤ a}) ≤ a * ↑(Fintype.card G)

G : Type u_1
X : Type u_2
inst✝³ : Group G
inst✝² : Fintype G
inst✝¹ : MulAction G X
inst✝ : Fintype X
w : X → ℝ
h0 : ∀ (x : X), 0 ≤ w x
hsum : ∑ x, w x = 1
hw : ∀ (g : G) (x : X), w (g • x) = w x
T : X → ℝ
a : ℝ
ha : 0 ≤ a
hG : 0 < ↑(Fintype.card G)
x : X
e : ↑{h | pValue G T (h • x) ≤ a} = {h | ↑(upperRank (fun g => T (g • x)) h) ≤ a * ↑(Fintype.card G)}
⊢ ↑(#{h | pValue G T (h • x) ≤ a}) ≤ a * ↑(Fintype.card G)
```

Fix (accepted with no message):

```diff
@@ -81,7 +81,8 @@
   have hx : ∀ x, (#{h : G | pValue G T (h • x) ≤ a} : ℝ) ≤ a * Fintype.card G := by
     intro x
-    have e : ({h : G | pValue G T (h • x) ≤ a} : Finset G) =
-        {h : G | (upperRank (fun g : G => T (g • x)) h : ℝ) ≤ a * Fintype.card G} :=
-      Finset.filter_congr fun h _ => by rw [pValue_smul, div_le_iff₀ hG]
+    have e : #{h : G | pValue G T (h • x) ≤ a} =
+        #{h : G | (upperRank (fun g : G => T (g • x)) h : ℝ) ≤ a * Fintype.card G} := by
+      refine congrArg Finset.card (Finset.filter_congr fun h _ => ?_)
+      rw [pValue_smul, div_le_iff₀ hG]
     rw [e]
     exact card_upperRank_le _ (mul_nonneg ha hG.le)
```

The first message shows that `e` was read as an equation between sets. Only its left side was marked as a `Finset`; the right side, with no such mark, became a `Set`, and Lean coerced the left side to match, hence the `↑`. `Finset.filter_congr` proves an equality of finsets, so it does not fit.

The second error follows from the first: with the types unmatched, the two predicates stayed unknown (`?m.120`, `?m.121`), and `rw [pValue_smul]` found no `pValue` to rewrite. In the third, `rw [e]` looks for the coerced set, but the goal contains the cardinality of the finset.

The repair states `e` with `#` on both sides. This makes both braces finsets and `e` an equation between their cardinalities, which is what `rw [e]` needs. `congrArg Finset.card` carries the finset equality from `Finset.filter_congr` over to cardinalities. The predicates are now known, so the same two rewrites work; putting them on a line of their own after `?_` is mere layout.
